# Self-duality of the symmetric rank-one update

Let $B$ be a real symmetric invertible $n \times n$ matrix with inverse $H$, and let $s, y \in \mathbb{R}^n$. Define the residuals $r = y - Bs$ and $u = s - Hy$. If $r^T s \neq 0$ and $u^T y \neq 0$, the matrices

$$B_+ = B + \frac{r r^T}{r^T s}, \qquad H_+ = H + \frac{u u^T}{u^T y}$$

satisfy $B_+ H_+ = I$ and $H_+ B_+ = I$, where $I$ is the identity matrix. The second formula is the first with $B$ replaced by $H$ and with $s$ and $y$ exchanged, which is the meaning of self-duality. In a quasi-Newton geometry optimisation $B$ models the Hessian of the energy in the nuclear coordinates, $s$ is the step and $y$ the change of the gradient; the identity lets the inverse model be updated directly, in finite dimension and exact arithmetic, as long as neither denominator vanishes.

## Derivation

For any vector $x$, the outer product acts as $r r^T x = (r^T x)\, r$, so

$$B_+ x = Bx + \frac{r^T x}{r^T s}\, r, \qquad H_+ x = Hx + \frac{u^T x}{u^T y}\, u. \tag{1}$$

Setting $x = s$ gives $B_+ s = Bs + r = y$, the secant equation. Since $r r^T$ is symmetric, $B_+$ is symmetric.

The inverse is symmetric too. From $BH = I$ and $B^T = B$ we get $H^T = H^T B H = (BH)^T H = H$, and therefore, for all vectors $a$ and $b$,

$$a^T (Hb) = (Ha)^T b. \tag{2}$$

The residuals are mapped onto each other up to a sign:

$$Bu = Bs - BHy = Bs - y = -r, \qquad Hr = Hy - HBs = Hy - s = -u. \tag{3}$$

Their overlap follows from (2) and (3):

$$r^T u = r^T s - r^T (Hy) = r^T s - (Hr)^T y = r^T s + u^T y. \tag{4}$$

Inserting $x = u$ in (1) and using (3) and (4),

$$B_+ u = -r + \frac{r^T s + u^T y}{r^T s}\, r = \frac{u^T y}{r^T s}\, r. \tag{5}$$

Now apply $B_+$ to the two terms of $H_+ x$. For the first, $BHx = x$ and $r^T (Hx) = (Hr)^T x = -u^T x$, so $B_+ H x = x - (u^T x / r^T s)\, r$. For the second, (5) gives

$$\frac{u^T x}{u^T y}\, B_+ u = \frac{u^T x}{u^T y}\,\frac{u^T y}{r^T s}\, r = \frac{u^T x}{r^T s}\, r.$$

The two multiples of $r$ cancel and $B_+ H_+ x = x$ for every $x$. For square matrices a right inverse is also a left inverse, so $H_+ B_+ = I$.

Equation (5) also decides when $B_+$ is invertible. Suppose $r^T s \neq 0$ and $u^T y = 0$. Then $B_+ u = 0$, and $u \neq 0$, because $u = 0$ would give $r = -Bu = 0$ and hence $r^T s = 0$. So $B_+$ is singular. Conversely, for $u^T y \neq 0$ the relation $\det B_+ \det H_+ = 1$ excludes $\det B_+ = 0$.

It is tempting to assume that one nonzero denominator implies the other. By (3) and (4), $u^T y = -(r^T s + r^T H r)$, and the bracket can vanish: for $n = 1$, $B = 1$, $s = 1$, $y = 0$ one has $r = -1$, $r^T s = -1$, $u^T y = 0$ and $B_+ = 0$.

## Formal development

Rows, columns and vector components are labelled by a finite type `n`. A matrix is `Matrix n n ℝ`, a vector is a function `n → ℝ`, the product $Bx$ is `B *ᵥ x`, the scalar product $a^T b$ is `a ⬝ᵥ b`, and the outer product $r r^T$ is `vecMulVec` applied to the vector twice. Complex Hermitian matrices and infinite dimension are not treated.

```lean
import Mathlib

open Matrix

namespace SymmetricRankOne

noncomputable section

variable {n : Type*} [Fintype n]
```

One definition serves both residuals: `residual B s y` is $r = y - Bs$, and `residual H y s` is $u = s - Hy$.

```lean
/-- The secant residual `y - B s` of the model Hessian `B` for step `s` and gradient
change `y`. -/
def residual (B : Matrix n n ℝ) (s y : n → ℝ) : n → ℝ := y - B *ᵥ s
```

Likewise `sr1 B s y` is $B_+$ and `sr1 H y s` is $H_+$. The order of the vectors matters. Writing the inverse update with $s$ before $y$ type-checks, but, when its denominator is nonzero, it builds a matrix that sends $s$ to $y$, whereas $H_+$ must send $y$ to $s$. Lean sets $0^{-1} = 0$, so for $r^T s = 0$ the definition returns $B$ unchanged, and statements that never cancel the denominator need no hypothesis on it.

```lean
/-- The symmetric rank-one (SR1) update `B + r rᵀ / (rᵀ s)` with `r = y - B s`. With the roles
of `s` and `y` exchanged, `sr1 H y s` is `H + u uᵀ / (uᵀ y)` with `u = s - H y`. -/
def sr1 (B : Matrix n n ℝ) (s y : n → ℝ) : Matrix n n ℝ :=
  B + (residual B s y ⬝ᵥ s)⁻¹ • vecMulVec (residual B s y) (residual B s y)
```

For sequences $s_k$, $y_k$ with $k = 0, 1, 2, \dots$, the iteration starts at $B_0$ and obtains $B_{k+1}$ from $B_k$ by the update with the pair $(s_k, y_k)$. The inverse recursion $H_k$ is the same function started at $H_0$ with the sequences exchanged.

```lean
/-- The matrix after `k` successive SR1 updates of `B₀` with the pairs `(s j, y j)`, `j < k`. -/
def sr1Iter (B₀ : Matrix n n ℝ) (s y : ℕ → n → ℝ) : ℕ → Matrix n n ℝ
  | 0 => B₀
  | k + 1 => sr1 (sr1Iter B₀ s y k) (s k) (y k)
```

Equation (1) is proved component by component. The two `generalize` steps replace the residual by a fresh vector `r` and the inverse denominator by a fresh scalar `c`, so that `simp only` expands only the outer matrix-vector and scalar products into sums; the sums are then merged and `ring` compares them term by term.

```lean
/-- The updated matrix acts on a vector as `B₊ x = B x + (rᵀ x / rᵀ s) r`. -/
theorem sr1_mulVec (B : Matrix n n ℝ) (s y x : n → ℝ) :
    sr1 B s y *ᵥ x =
      B *ᵥ x + ((residual B s y ⬝ᵥ x) / (residual B s y ⬝ᵥ s)) • residual B s y := by
  unfold sr1
  rw [div_eq_inv_mul]
  generalize residual B s y = r
  generalize (r ⬝ᵥ s)⁻¹ = c
  ext i
  simp only [Matrix.mulVec, dotProduct, Matrix.add_apply, Matrix.smul_apply,
    Matrix.vecMulVec_apply, Pi.add_apply, Pi.smul_apply, smul_eq_mul]
  rw [Finset.mul_sum, Finset.sum_mul, ← Finset.sum_add_distrib]
  exact Finset.sum_congr rfl fun j _ => by ring
```

The secant equation is (1) at $x = s$, with `div_self hr` turning the coefficient into 1. It holds for any $B$, symmetric or not, and read for `sr1 H y s` it says $H_+ y = s$.

```lean
/-- If `rᵀ s ≠ 0`, the SR1 update satisfies the secant equation `B₊ s = y`. -/
theorem sr1_secant (B : Matrix n n ℝ) (s y : n → ℝ) (hr : residual B s y ⬝ᵥ s ≠ 0) :
    sr1 B s y *ᵥ s = y := by
  rw [sr1_mulVec, div_self hr, one_smul]
  unfold residual
  abel
```

Symmetry of the update is checked entrywise from $B_{ji} = B_{ij}$ and $r_j r_i = r_i r_j$.

```lean
/-- The SR1 update of a symmetric matrix is symmetric. -/
theorem sr1_isSymm {B : Matrix n n ℝ} (hB : B.IsSymm) (s y : n → ℝ) :
    (sr1 B s y).IsSymm := by
  show (sr1 B s y)ᵀ = sr1 B s y
  ext i j
  have hij : B j i = B i j := congrFun (congrFun hB.eq i) j
  simp only [sr1, Matrix.transpose_apply, Matrix.add_apply, Matrix.smul_apply,
    Matrix.vecMulVec_apply, smul_eq_mul]
  rw [hij]
  ring
```

From here on, "$H = B^{-1}$" is the hypothesis `hBH : B * H = 1`, and symmetry is assumed for $B$ only. The `calc` block derives $H^T = H$ by the chain written before (2).

```lean
variable [DecidableEq n]

/-- The inverse `H` of a symmetric matrix moves across the scalar product:
`aᵀ (H b) = (H a)ᵀ b`. -/
theorem dot_inv_mulVec {B H : Matrix n n ℝ} (hB : B.IsSymm) (hBH : B * H = 1)
    (a b : n → ℝ) : a ⬝ᵥ (H *ᵥ b) = (H *ᵥ a) ⬝ᵥ b := by
  have hH : Hᵀ = H :=
    calc Hᵀ = Hᵀ * (B * H) := by rw [hBH, Matrix.mul_one]
      _ = (B * H)ᵀ * H := by rw [Matrix.transpose_mul, hB.eq, Matrix.mul_assoc]
      _ = H := by rw [hBH, Matrix.transpose_one, Matrix.one_mul]
  rw [Matrix.dotProduct_mulVec, ← Matrix.mulVec_transpose, hH]
```

The relations (3) need no symmetry. The second uses $HB = I$, which `mul_eq_one_comm` supplies from $BH = I$.

```lean
/-- For `B H = 1` the direct residual `r = y - B s` and the inverse residual `u = s - H y`
are related by `B u = -r` and `H r = -u`. -/
theorem mulVec_residual {B H : Matrix n n ℝ} (hBH : B * H = 1) (s y : n → ℝ) :
    B *ᵥ residual H y s = -residual B s y ∧ H *ᵥ residual B s y = -residual H y s := by
  have hHB : H * B = 1 := mul_eq_one_comm.mp hBH
  constructor
  · unfold residual
    rw [Matrix.mulVec_sub, Matrix.mulVec_mulVec, hBH, Matrix.one_mulVec, neg_sub]
  · unfold residual
    rw [Matrix.mulVec_sub, Matrix.mulVec_mulVec, hHB, Matrix.one_mulVec, neg_sub]
```

In the proof of (4), `h1` is the step $r^T (Hy) = (Hr)^T y = -u^T y$.

```lean
/-- For symmetric `B` with `B H = 1` the two denominators add up to the overlap of the
residuals: `rᵀ u = rᵀ s + uᵀ y`. -/
theorem residual_dot_residual {B H : Matrix n n ℝ} (hB : B.IsSymm) (hBH : B * H = 1)
    (s y : n → ℝ) :
    residual B s y ⬝ᵥ residual H y s = residual B s y ⬝ᵥ s + residual H y s ⬝ᵥ y := by
  have h1 : residual B s y ⬝ᵥ (H *ᵥ y) = -(residual H y s ⬝ᵥ y) := by
    rw [dot_inv_mulVec hB hBH, (mulVec_residual hBH s y).2, neg_dotProduct]
  calc residual B s y ⬝ᵥ residual H y s = residual B s y ⬝ᵥ (s - H *ᵥ y) := rfl
    _ = residual B s y ⬝ᵥ s + residual H y s ⬝ᵥ y := by
      rw [dotProduct_sub, h1]
      ring
```

For (5), the rewrites insert (1), (3) and (4), split the fraction with `add_div`, and leave $-r + r$ for `abel` to cancel.

```lean
/-- For symmetric `B` with `B H = 1` and `rᵀ s ≠ 0`, the updated matrix sends the inverse
residual to `B₊ u = (uᵀ y / rᵀ s) r`. -/
theorem sr1_mulVec_inv_residual {B H : Matrix n n ℝ} (hB : B.IsSymm) (hBH : B * H = 1)
    (s y : n → ℝ) (hr : residual B s y ⬝ᵥ s ≠ 0) :
    sr1 B s y *ᵥ residual H y s =
      ((residual H y s ⬝ᵥ y) / (residual B s y ⬝ᵥ s)) • residual B s y := by
  rw [sr1_mulVec, (mulVec_residual hBH s y).1, residual_dot_residual hB hBH s y, add_div,
    div_self hr, add_smul, one_smul]
  abel
```

The main theorem reads: for real matrices $B$, $H$ with $B$ symmetric and $BH = I$, and for any $s$, $y$ with $r^T s \neq 0$ (`hr`) and $u^T y \neq 0$ (`hu`), both products of the updates equal the identity. Nothing ties $y$ to a gradient or $s$ to a Newton step, no definiteness is assumed or concluded, and the case $r = 0$, where $B$ already satisfies the secant equation, is excluded by `hr`.

The proof uses a device that suits equalities between matrices with low-rank terms. `Matrix.toLin'.injective` reduces equality of matrices to equality of linear maps, and `LinearMap.ext` reduces that to the action on one arbitrary `x`, where an outer product becomes a scalar times a vector. The first long rewrite splits $H_+ x$ and applies $B_+$ to each term; the next replaces $r^T (Hx)$ by $-u^T x$ and cancels $u^T y$ through `hc`, the only place where `hu` enters.

```lean
/-- Self-duality of SR1: for symmetric `B` with inverse `H`, `rᵀ s ≠ 0` and `uᵀ y ≠ 0`, the
matrices `B + r rᵀ / (rᵀ s)` and `H + u uᵀ / (uᵀ y)` are mutually inverse. -/
theorem sr1_self_dual {B H : Matrix n n ℝ} (hB : B.IsSymm) (hBH : B * H = 1)
    (s y : n → ℝ) (hr : residual B s y ⬝ᵥ s ≠ 0) (hu : residual H y s ⬝ᵥ y ≠ 0) :
    sr1 B s y * sr1 H y s = 1 ∧ sr1 H y s * sr1 B s y = 1 := by
  have hc : ∀ a b c : ℝ, b ≠ 0 → a / b * (b / c) = a / c := by
    intro a b c hb
    rw [← mul_div_assoc, div_mul_cancel₀ a hb]
  have h : sr1 B s y * sr1 H y s = 1 := by
    apply Matrix.toLin'.injective
    refine LinearMap.ext fun x => ?_
    rw [Matrix.toLin'_apply, Matrix.toLin'_apply, ← Matrix.mulVec_mulVec, Matrix.one_mulVec]
    -- H₊ x = H x + (uᵀ x / uᵀ y) u; apply B₊ to each piece
    rw [sr1_mulVec H y s x, Matrix.mulVec_add, Matrix.mulVec_smul,
      sr1_mulVec_inv_residual hB hBH s y hr, sr1_mulVec B s y (H *ᵥ x),
      Matrix.mulVec_mulVec, hBH, Matrix.one_mulVec]
    -- rᵀ H x = -uᵀ x, so the two multiples of r cancel
    rw [dot_inv_mulVec hB hBH (residual B s y) x, (mulVec_residual hBH s y).2,
      neg_dotProduct, smul_smul, hc _ _ _ hu, neg_div, neg_smul]
    abel
  exact ⟨h, mul_eq_one_comm.mp h⟩
```

Symmetry is used through (2), and the claim fails without it. The following numbers are checked on paper only. Take

$$B = \begin{pmatrix} 1 & 1 \\ 0 & 1 \end{pmatrix}, \quad H = \begin{pmatrix} 1 & -1 \\ 0 & 1 \end{pmatrix}, \quad s = (1, 0), \quad y = (2, 1).$$

Then $r = (1, 1)$, $r^T s = 1$, $u = (0, -1)$ and $u^T y = -1$, so both denominators are nonzero, yet the second row of $H_+ = H - u u^T$ is zero and $H_+$ has no inverse at all.

The corollary restates the result with Mathlib's inverse under $\det B \neq 0$: the inverse of the update of $B$ is the update of $B^{-1}$ with $s$ and $y$ exchanged.

```lean
/-- For symmetric invertible `B` with both denominators nonzero, the inverse of the SR1 update
of `B` is the SR1 update of `B⁻¹` with `s` and `y` exchanged. -/
theorem sr1_inv {B : Matrix n n ℝ} (hB : B.IsSymm) (hdet : B.det ≠ 0) (s y : n → ℝ)
    (hr : residual B s y ⬝ᵥ s ≠ 0) (hu : residual B⁻¹ y s ⬝ᵥ y ≠ 0) :
    (sr1 B s y)⁻¹ = sr1 B⁻¹ y s :=
  Matrix.inv_eq_right_inv
    (sr1_self_dual hB (Matrix.mul_nonsing_inv B (isUnit_iff_ne_zero.mpr hdet)) s y hr hu).1
```

Given symmetry, $BH = I$ and $r^T s \neq 0$, the determinant of $B_+$ is nonzero exactly when $u^T y \neq 0$. The forward direction assumes both $\det B_+ \neq 0$ and $u^T y = 0$, obtains $B_+ u = 0$ as `hker`, multiplies by $B_+^{-1}$ to get $u = 0$, and reaches $r = 0$. The backward direction takes determinants of $B_+ H_+ = I$.

```lean
/-- For symmetric `B` with inverse `H` and `rᵀ s ≠ 0`, the updated matrix `B₊` has nonzero
determinant exactly when `uᵀ y ≠ 0`. -/
theorem sr1_det_ne_zero_iff {B H : Matrix n n ℝ} (hB : B.IsSymm) (hBH : B * H = 1)
    (s y : n → ℝ) (hr : residual B s y ⬝ᵥ s ≠ 0) :
    (sr1 B s y).det ≠ 0 ↔ residual H y s ⬝ᵥ y ≠ 0 := by
  constructor
  · intro hdet h0
    -- if uᵀ y = 0 then u lies in the kernel of B₊
    have hker : sr1 B s y *ᵥ residual H y s = 0 := by
      rw [sr1_mulVec_inv_residual hB hBH s y hr, h0, zero_div, zero_smul]
    have hinv : (sr1 B s y)⁻¹ * sr1 B s y = 1 :=
      Matrix.nonsing_inv_mul _ (isUnit_iff_ne_zero.mpr hdet)
    have hu0 : residual H y s = 0 :=
      calc residual H y s = (sr1 B s y)⁻¹ *ᵥ (sr1 B s y *ᵥ residual H y s) := by
            rw [Matrix.mulVec_mulVec, hinv, Matrix.one_mulVec]
        _ = 0 := by rw [hker, Matrix.mulVec_zero]
    -- u = 0 forces r = 0, against rᵀ s ≠ 0
    have h1 := (mulVec_residual hBH s y).1
    rw [hu0, Matrix.mulVec_zero] at h1
    have hr0 : residual B s y = 0 := neg_eq_zero.mp h1.symm
    apply hr
    rw [hr0, zero_dotProduct]
  · intro hu h0
    have h1 := congrArg Matrix.det (sr1_self_dual hB hBH s y hr hu).1
    rw [Matrix.det_mul, h0, zero_mul, Matrix.det_one] at h1
    exact zero_ne_one h1
```

Over $N$ steps, with all direct and inverse denominators nonzero for $k < N$, the matrix $B_N$ is symmetric and $B_N H_N = I$. The induction carries both facts together, since the step from $k$ to $k+1$ needs symmetry of $B_k$. For $N = 0$ the statement returns the hypotheses. The sequences are arbitrary, so the theorem says nothing about convergence to a true Hessian.

```lean
/-- Starting from symmetric `B₀` with inverse `H₀`, after `N` direct and `N` inverse SR1 steps
with all denominators nonzero, `B_N` is symmetric and `B_N H_N = 1`. -/
theorem sr1Iter_self_dual {B₀ H₀ : Matrix n n ℝ} (hB : B₀.IsSymm) (hBH : B₀ * H₀ = 1)
    (s y : ℕ → n → ℝ) (N : ℕ)
    (hr : ∀ k < N, residual (sr1Iter B₀ s y k) (s k) (y k) ⬝ᵥ s k ≠ 0)
    (hu : ∀ k < N, residual (sr1Iter H₀ y s k) (y k) (s k) ⬝ᵥ y k ≠ 0) :
    (sr1Iter B₀ s y N).IsSymm ∧ sr1Iter B₀ s y N * sr1Iter H₀ y s N = 1 := by
  induction N with
  | zero => exact ⟨hB, hBH⟩
  | succ k ih =>
    have ih' := ih (fun j hj => hr j (Nat.lt_succ_of_lt hj))
      (fun j hj => hu j (Nat.lt_succ_of_lt hj))
    exact ⟨sr1_isSymm ih'.1 (s k) (y k),
      (sr1_self_dual ih'.1 ih'.2 (s k) (y k) (hr k (Nat.lt_succ_self k))
        (hu k (Nat.lt_succ_self k))).1⟩
```

In the simplest scheme that stores $H$, one iteration forms the full step $s = -Hg$ from the current gradient $g$, takes $y$ as the new gradient minus $g$, computes $u = s - Hy$ and adds $u u^T / (u^T y)$. Apart from the evaluation of the gradient, this costs of order $n^2$ operations and needs no linear solve. The update does not preserve positive definiteness, so $-Hg$ need not point downhill, and practical optimisers add some control of the step. The condition $u^T y \neq 0$ makes $H_+$ well defined; by the determinant criterion with $B$ and $H$ exchanged, $H_+$ is then invertible exactly when $r^T s \neq 0$. In floating point the test $u^T y \neq 0$ becomes a comparison of $|u^T y|$ with a small multiple of $\|u\|\,\|y\|$, and the update is skipped when the test fails. A code that stores both matrices has to skip both updates together to keep them inverse.

An explicit case uses $B = \operatorname{diag}(2, 1)$ and $H = \operatorname{diag}(1/2, 1)$.

```lean
/-- The model Hessian `diag(2, 1)`. -/
def exB : Matrix (Fin 2) (Fin 2) ℝ := !![2, 0; 0, 1]

/-- The model inverse Hessian `diag(1/2, 1)`. -/
def exH : Matrix (Fin 2) (Fin 2) ℝ := !![1 / 2, 0; 0, 1]
```

With $s = (1, 0)$ and $y = (3, 1)$ the residuals are $r = (1, 1)$ and $u = (-1/2, -1)$, the denominators are $r^T s = 1$ and $u^T y = -5/2$, and

$$B_+ = \begin{pmatrix} 3 & 1 \\ 1 & 2 \end{pmatrix}, \qquad H_+ = \frac{1}{5}\begin{pmatrix} 2 & -1 \\ -1 & 3 \end{pmatrix}.$$

The theorem records symmetry of $B$, the product $BH = I$, both denominators and both updated matrices; these values meet every hypothesis of `sr1_self_dual`. The proof computes the residuals first, then the denominators, and compares the matrices entry by entry with `fin_cases`.

```lean
/-- For `B = diag(2, 1)`, `H = diag(1/2, 1)`, `s = (1, 0)`, `y = (3, 1)`: `B` is symmetric,
`B H = 1`, `rᵀ s = 1`, `uᵀ y = -5/2`, and the two updates are the displayed matrices. -/
theorem sr1_self_dual_witness :
    exB.IsSymm ∧ exB * exH = 1 ∧
      residual exB ![1, 0] ![3, 1] ⬝ᵥ ![1, 0] = 1 ∧
      residual exH ![3, 1] ![1, 0] ⬝ᵥ ![3, 1] = -5 / 2 ∧
      sr1 exB ![1, 0] ![3, 1] = !![3, 1; 1, 2] ∧
      sr1 exH ![3, 1] ![1, 0] = !![2 / 5, -1 / 5; -1 / 5, 3 / 5] := by
  have hr : residual exB ![1, 0] ![3, 1] = ![1, 1] := by
    ext i
    fin_cases i <;> simp [residual, exB] <;>
      norm_num
  have hu : residual exH ![3, 1] ![1, 0] = ![-1 / 2, -1] := by
    ext i
    fin_cases i <;> simp [residual, exH] <;>
      norm_num
  have hrs : residual exB ![1, 0] ![3, 1] ⬝ᵥ ![1, 0] = 1 := by
    rw [hr]
    simp [dotProduct, Fin.sum_univ_two]
  have huy : residual exH ![3, 1] ![1, 0] ⬝ᵥ ![3, 1] = -5 / 2 := by
    rw [hu]
    simp [dotProduct, Fin.sum_univ_two] <;> norm_num
  refine ⟨?_, ?_, hrs, huy, ?_, ?_⟩
  · show exBᵀ = exB
    ext i j
    fin_cases i <;> fin_cases j <;> simp [exB, Matrix.transpose_apply]
  · ext i j
    fin_cases i <;> fin_cases j <;>
      simp [exB, exH, Matrix.mul_apply, Fin.sum_univ_two] <;> norm_num
  · unfold sr1
    rw [hrs, hr]
    ext i j
    simp only [Matrix.add_apply, Matrix.smul_apply, Matrix.vecMulVec_apply, smul_eq_mul]
    fin_cases i <;> fin_cases j <;> simp [exB] <;> norm_num
  · unfold sr1
    rw [huy, hu]
    ext i j
    simp only [Matrix.add_apply, Matrix.smul_apply, Matrix.vecMulVec_apply, smul_eq_mul]
    fin_cases i <;> fin_cases j <;> simp [exH] <;> norm_num

end

end SymmetricRankOne
```

```lean
#print axioms SymmetricRankOne.sr1_self_dual
-- 'SymmetricRankOne.sr1_self_dual' depends on axioms: [propext, Classical.choice, Quot.sound]
#print axioms SymmetricRankOne.sr1_inv
-- 'SymmetricRankOne.sr1_inv' depends on axioms: [propext, Classical.choice, Quot.sound]
#print axioms SymmetricRankOne.sr1_det_ne_zero_iff
-- 'SymmetricRankOne.sr1_det_ne_zero_iff' depends on axioms: [propext, Classical.choice, Quot.sound]
#print axioms SymmetricRankOne.sr1Iter_self_dual
-- 'SymmetricRankOne.sr1Iter_self_dual' depends on axioms: [propext, Classical.choice, Quot.sound]
```
